# The egg-box error of a compactly supported C¹ function on a uniform grid is at most (h/2)∫|g′|

Slide an atom through empty space and its energy should not change. In a calculation on a real-space grid it does change: the energy rises and falls as the atom passes from one grid point to the next, and a spurious force pushes the atom now forwards, now backwards. This is the egg-box effect. How large can the ripple be for a given grid spacing, and does the spurious force do any net work over a full spacing?

A one-dimensional model, where a fixed energy density $g$ is carried along rigidly and integrated by summing over grid points, gives an upper bound for the ripple and shows that the net work is zero. The bound is expressed through the grid spacing and the variation of $g$. It models a rigid, non-self-consistent contribution to the energy in a real-space electronic-structure calculation.

```lean
import Mathlib

open MeasureTheory Filter Topology

namespace EggBoxError

noncomputable section
```

## The energy on the grid

Let $h$ be the grid spacing and $x$ the displacement of the atom. The displaced density is $t\mapsto g(t-x)$, and its grid sum is

$$E(x)=h\sum_{j\in\mathbb Z} g(jh-x).$$

In Lean this is `eggBox g h x`, with `∑' j : ℤ` for the sum over all grid points. The exact energy is $\int g$, which does not depend on $x$.

```lean
/-- The grid energy `E(x) = h ∑ⱼ g(jh - x)`: the function `g`, displaced by `x`, is summed over
all points of a uniform grid of spacing `h`. -/
def eggBox (g : ℝ → ℝ) (h x : ℝ) : ℝ := h * ∑' j : ℤ, g (j * h - x)
```

## Periodicity by relabelling grid points

A displacement by one spacing gives

$$E(x+h)=h\sum_j g\big((j-1)h-x\big)=h\sum_k g(kh-x)=E(x),\qquad k=j-1.$$

The relabelling is the bijection `Equiv.addRight (1 : ℤ)`, under which `tsum` is invariant. The theorem needs no hypothesis on $g$ or $h$, because Lean gives a series that is not summable the value zero, at $x$ and $x+h$ alike.

```lean
/-- The grid energy is periodic in the displacement, with the grid spacing as period. -/
theorem eggBox_periodic (g : ℝ → ℝ) (h : ℝ) : Function.Periodic (eggBox g h) h := by
  intro x
  unfold eggBox
  congr 1
  -- moving by one spacing only relabels the grid points
  rw [← (Equiv.addRight (1 : ℤ)).tsum_eq (fun j : ℤ => g (j * h - (x + h)))]
  refine tsum_congr fun j => ?_
  simp only [Equiv.coe_addRight]
  push_cast
  congr 1
  ring
```

## Only finitely many grid points matter

From here on $h>0$ and $g$ has compact support, `HasCompactSupport g`. Physically, the density vanishes beyond some cutoff radius; a Gaussian or exponential tail must first be truncated, and smoothly enough for the continuity or differentiability assumed in the later theorems.

Let the support lie in $[-R,R]$, and let $|x-x_0|<1$. If $jh-x$ is in the support, then

$$|jh|\le R+|x|\le R+|x_0|+1<Nh$$

for a suitably large natural number $N$, so $|j|<N$. The finite set $s=\{-N,\dots,N\}$ therefore contains every contributing grid point, for all these $x$ at once.

```lean
/-- If `g` has compact support and `h > 0`, then for all displacements near `x₀` only a fixed
finite set of grid points meets the support of `g`. -/
theorem finite_window {g : ℝ → ℝ} (hc : HasCompactSupport g) {h : ℝ} (hh : 0 < h) (x₀ : ℝ) :
    ∃ s : Finset ℤ, ∀ᶠ x in 𝓝 x₀, ∀ j : ℤ, j ∉ s → (j * h - x) ∉ tsupport g := by
  obtain ⟨R, hR⟩ := hc.isCompact.isBounded.subset_closedBall (0 : ℝ)
  obtain ⟨N, hN⟩ := exists_nat_gt ((R + (|x₀| + 1)) / h)
  rw [div_lt_iff₀ hh] at hN
  refine ⟨Finset.Icc (-(N : ℤ)) N, ?_⟩
  filter_upwards [Metric.ball_mem_nhds x₀ one_pos] with x hx j hj hmem
  apply hj
  rw [Metric.mem_ball, Real.dist_eq] at hx
  have hx' : |x| ≤ |x₀| + 1 := by
    have := abs_sub_abs_le_abs_sub x x₀
    linarith
  have h1 := hR hmem
  rw [Metric.mem_closedBall, Real.dist_eq, sub_zero, abs_le] at h1
  rw [abs_le] at hx'
  have lo : -(N : ℝ) < j :=
    lt_of_mul_lt_mul_right (by linarith [h1.1, hx'.1] : -(N : ℝ) * h < j * h) hh.le
  have hi : (j : ℝ) < N :=
    lt_of_mul_lt_mul_right (by linarith [h1.2, hx'.2] : (j : ℝ) * h < N * h) hh.le
  rw [Finset.mem_Icc]
  exact ⟨by exact_mod_cast lo.le, by exact_mod_cast hi.le⟩
```

The order of the quantifiers in this statement does the work. The set `s` is chosen first, and `∀ᶠ x in 𝓝 x₀` then says that it serves every $x$ in some neighbourhood of $x_0$. A finite set chosen separately for each $x$ would give the value of $E$ at each point, but would say nothing about how $E$ varies. With one set for a whole neighbourhood, $E$ coincides there with a finite sum, and continuity and derivatives at $x_0$ depend only on such local behaviour. Mathlib transfers them with `ContinuousAt.congr` and `HasDerivAt.congr_of_eventuallyEq`, so no uniform convergence of a series has to be established. Where only the point $x_0$ itself is needed, `self_of_nhds` extracts it.

## Continuity of the energy

Near $x_0$,

$$E(x)=h\sum_{j\in s} g(jh-x),$$

which is a finite sum of continuous functions if $g$ is continuous. The tactic `fun_prop` proves continuity of the finite sum, and the local equality carries it over to $E$.

```lean
/-- For continuous `g` with compact support and `h > 0`, the grid energy is continuous in the
displacement. -/
theorem continuous_eggBox {g : ℝ → ℝ} (hg : Continuous g) (hc : HasCompactSupport g)
    {h : ℝ} (hh : 0 < h) : Continuous (eggBox g h) := by
  refine continuous_iff_continuousAt.2 fun x₀ => ?_
  obtain ⟨s, hs⟩ := finite_window hc hh x₀
  have hcont : Continuous fun x => h * ∑ j ∈ s, g (j * h - x) := by fun_prop
  refine hcont.continuousAt.congr ?_
  filter_upwards [hs] with y hy
  exact (congrArg (h * ·) (tsum_eq_sum fun j hj =>
    image_eq_zero_of_notMem_tsupport (hy j hj))).symm
```

## The force is a grid sum of g′

If $g$ is differentiable, the same finite sum can be differentiated term by term:

$$E'(x)=-h\sum_j g'(jh-x),\qquad F(x)=-E'(x)=h\sum_j g'(jh-x).$$

The sign comes from the chain rule. The points outside $s$ contribute nothing to the sum of $g'$ either, since $g'$ vanishes off the closed support of $g$. The theorem states the derivative as `-eggBox (deriv g) h x`, so the force is `eggBox (deriv g) h x`.

```lean
/-- For differentiable `g` with compact support and `h > 0`, the force `-dE/dx` is the grid sum
of the derivative of `g`. -/
theorem hasDerivAt_eggBox {g : ℝ → ℝ} (hg : Differentiable ℝ g) (hc : HasCompactSupport g)
    {h : ℝ} (hh : 0 < h) (x : ℝ) :
    HasDerivAt (eggBox g h) (-eggBox (deriv g) h x) x := by
  obtain ⟨s, hs⟩ := finite_window hc hh x
  -- differentiate the finite sum that represents the energy near `x`
  have hd : HasDerivAt (fun y => h * ∑ j ∈ s, g (j * h - y))
      (h * ∑ j ∈ s, -deriv g (j * h - x)) x := by
    refine (HasDerivAt.fun_sum fun j _ => ?_).const_mul h
    exact HasDerivAt.comp_const_sub _ _ (hg _).hasDerivAt
  have e : eggBox (deriv g) h x = h * ∑ j ∈ s, deriv g (j * h - x) := by
    refine congrArg (h * ·) (tsum_eq_sum fun j hj => ?_)
    by_contra hne
    exact hs.self_of_nhds j hj (support_deriv_subset hne)
  refine (hd.congr_of_eventuallyEq ?_).congr_deriv ?_
  · filter_upwards [hs] with y hy
    exact congrArg (h * ·) (tsum_eq_sum fun j hj =>
      image_eq_zero_of_notMem_tsupport (hy j hj))
  · rw [e, Finset.sum_neg_distrib, mul_neg]
```

## The spurious force averages to zero

Now let $g$ be continuously differentiable, `ContDiff ℝ 1 g`. Then $g'$ is continuous with compact support, so $F$ is continuous by the continuity result applied to $g'$. The fundamental theorem of calculus and periodicity give, for every starting point $a$,

$$\frac1h\int_a^{a+h}F(x)\,dx=\frac{E(a)-E(a+h)}{h}=0.$$

The force at an individual displacement may well be nonzero; it is the work over one full spacing that vanishes. In the code, `hF` is the fundamental theorem for $E'$, and rewriting with `eggBox_periodic` makes its right-hand side zero.

```lean
/-- For continuously differentiable `g` with compact support and `h > 0`, the force `-dE/dx`
averages to zero over any interval of one grid spacing. -/
theorem mean_force_eq_zero {g : ℝ → ℝ} (hg : ContDiff ℝ 1 g) (hc : HasCompactSupport g)
    {h : ℝ} (hh : 0 < h) (a : ℝ) :
    (1 / h) * ∫ x in a..(a + h), -deriv (eggBox g h) x = 0 := by
  have hD := hasDerivAt_eggBox (hg.differentiable (by simp)) hc hh
  have hcont : Continuous fun x => -eggBox (deriv g) h x :=
    (continuous_eggBox (hg.continuous_deriv (by simp)) hc.deriv hh).neg
  have hF := intervalIntegral.integral_eq_sub_of_hasDerivAt (fun x _ => hD x)
    (hcont.intervalIntegrable a (a + h))
  rw [eggBox_periodic g h a, sub_self] at hF
  have hd : deriv (eggBox g h) = fun x => -eggBox (deriv g) h x := funext fun x => (hD x).deriv
  simp only [hd]
  rw [intervalIntegral.integral_neg, hF, neg_zero, mul_zero]
```

## Replacing g by one of its values

To compare the sum with the integral, consider first an interval $[a,b]$ and a node $c$ in it. For any $t\in[a,b]$,

$$|g(c)-g(t)|=\left|\int_t^c g'(u)\,du\right|\le\int_a^b|g'(u)|\,du.$$

Integrating over $t$ yields

$$\left|(b-a)g(c)-\int_a^b g(t)\,dt\right|\le(b-a)\int_a^b|g'(t)|\,dt.$$

The first inequality is `key`, applied in one order or the other according to whether $t$ lies to the left or right of $c$. The identity `e` writes the quadrature error as the integral of $g(c)-g(t)$, and `hB` bounds that integral by a constant times the length.

```lean
/-- One-point quadrature: for continuously differentiable `g` and any node `c` in `[a, b]`, the
error of `(b - a) g(c)` is at most `b - a` times the integral of `|g'|` over `[a, b]`. -/
theorem one_point_error {g : ℝ → ℝ} (hg : ContDiff ℝ 1 g) {a b c : ℝ} (hac : a ≤ c)
    (hcb : c ≤ b) :
    |(b - a) * g c - ∫ t in a..b, g t| ≤ (b - a) * ∫ t in a..b, |deriv g t| := by
  have hab := hac.trans hcb
  have hd : Differentiable ℝ g := hg.differentiable (by simp)
  have hcd : Continuous (deriv g) := hg.continuous_deriv (by simp)
  -- the variation of `g` inside the interval is bounded by the integral of `|g'|`
  have key : ∀ u v, a ≤ u → u ≤ v → v ≤ b → |g v - g u| ≤ ∫ t in a..b, |deriv g t| := by
    intro u v hu huv hv
    have hF := intervalIntegral.integral_eq_sub_of_hasDerivAt
      (fun x _ => (hd x).hasDerivAt) (hcd.intervalIntegrable u v)
    rw [← hF]
    exact (intervalIntegral.abs_integral_le_integral_abs huv).trans
      (intervalIntegral.integral_mono_interval hu huv hv
        (Eventually.of_forall fun x => abs_nonneg _) (hcd.abs.intervalIntegrable a b))
  have e : (b - a) * g c - ∫ t in a..b, g t = ∫ t in a..b, (g c - g t) := by
    rw [intervalIntegral.integral_sub (continuous_const.intervalIntegrable a b)
      (hg.continuous.intervalIntegrable a b), intervalIntegral.integral_const, smul_eq_mul]
  have hB : ‖∫ t in a..b, (g c - g t)‖ ≤ (∫ t in a..b, |deriv g t|) * |b - a| := by
    refine intervalIntegral.norm_integral_le_of_norm_le_const fun t ht => ?_
    rw [Set.uIoc_of_le hab] at ht
    rw [Real.norm_eq_abs]
    rcases le_total t c with h | h
    · exact key t c ht.1.le h hcb
    · rw [abs_sub_comm]
      exact key c t hac h ht.2
  rw [Real.norm_eq_abs, abs_of_nonneg (sub_nonneg.2 hab)] at hB
  rw [e, mul_comm (b - a)]
  exact hB
```

## Cutting the line into cells

Give each displaced grid point $jh-x$ a cell of width $h$ centred on it. The cells tile the line, so for integrable $f$

$$\int_{\mathbb R} f(t)\,dt=\sum_{j\in\mathbb Z}\int_{jh-x-h/2}^{jh-x+h/2}f(t)\,dt.$$

Mathlib has this decomposition for cells of unit width. The substitution $t=hs-x$ turns the $j$th cell into $j-\tfrac12\le s\le j+\tfrac12$, and the factor $h$ from $dt=h\,ds$ restores the original integrals. The conclusion is a `HasSum` statement: the series of cell integrals converges to the integral over the line.

```lean
/-- The integral of an integrable function over the line is the sum of its integrals over the
cells of width `h > 0` centred on the displaced grid points `jh - x`. -/
theorem hasSum_cells {f : ℝ → ℝ} (hf : Integrable f) {h : ℝ} (hh : 0 < h) (x : ℝ) :
    HasSum (fun j : ℤ => ∫ t in (j * h - x - h / 2)..(j * h - x + h / 2), f t) (∫ t, f t) := by
  -- rescale to cells of unit width
  have hi : Integrable fun s => f (h * s - x) := (hf.comp_sub_right x).comp_mul_left' hh.ne'
  have H := (hi.hasSum_intervalIntegral (-1 / 2)).mul_left h
  have e1 : ∫ s, f (h * s - x) = |h⁻¹| • ∫ y, f (y - x) :=
    Measure.integral_comp_mul_left (fun t => f (t - x)) h
  rw [e1, integral_sub_right_eq_self f x, smul_eq_mul, abs_of_pos (inv_pos.2 hh),
    mul_inv_cancel_left₀ hh.ne'] at H
  have hfun : (fun j : ℤ => ∫ t in (j * h - x - h / 2)..(j * h - x + h / 2), f t) =
      fun j : ℤ => h * ∫ s in (-1 / 2 + (j : ℝ))..(-1 / 2 + (j : ℝ) + 1), f (h * s - x) := by
    funext j
    rw [intervalIntegral.integral_comp_mul_sub f hh.ne' x, smul_eq_mul,
      mul_inv_cancel_left₀ hh.ne']
    congr 1 <;> ring
  rw [hfun]
  exact H
```

## The bound on the egg-box error

Let $c=jh-x$ be the centre of a cell. The one-point estimate, applied to the left half with $c$ as its right endpoint, gives

$$\left|\frac h2 g(c)-\int_{c-h/2}^{c}g(t)\,dt\right|\le\frac h2\int_{c-h/2}^{c}|g'(t)|\,dt,$$

and the right half gives the corresponding inequality on $[c,c+h/2]$. Adding the two,

$$\left|h\,g(c)-\int_{c-h/2}^{c+h/2}g(t)\,dt\right|\le\frac h2\int_{c-h/2}^{c+h/2}|g'(t)|\,dt.$$

The factor is $h/2$ because no point of the cell is farther than that from its node. Summing over all cells,

$$\left|E(x)-\int_{\mathbb R} g(t)\,dt\right|\le\frac h2\int_{\mathbb R}|g'(t)|\,dt.$$

In the proof, `cell` is the estimate for one cell, `hD` sums the signed errors and `hA` sums their bounds. Two uses of `hasSum_le` compare these series, one for each side of the absolute value.

```lean
/-- Egg-box bound: for continuously differentiable `g` with compact support and `h > 0`, the grid
energy differs from the integral of `g` by at most `h/2` times the integral of `|g'|`. -/
theorem eggBox_error_le {g : ℝ → ℝ} (hg : ContDiff ℝ 1 g) (hc : HasCompactSupport g)
    {h : ℝ} (hh : 0 < h) (x : ℝ) :
    |eggBox g h x - ∫ t, g t| ≤ h / 2 * ∫ t, |deriv g t| := by
  have hcd : Continuous (deriv g) := hg.continuous_deriv (by simp)
  -- error of a single cell, from its two halves
  have cell : ∀ c : ℝ, |h * g c - ∫ t in (c - h / 2)..(c + h / 2), g t| ≤
      h / 2 * ∫ t in (c - h / 2)..(c + h / 2), |deriv g t| := by
    intro c
    have L := one_point_error hg (by linarith : c - h / 2 ≤ c) le_rfl
    have R := one_point_error hg le_rfl (by linarith : c ≤ c + h / 2)
    rw [show c - (c - h / 2) = h / 2 by ring, abs_le] at L
    rw [show c + h / 2 - c = h / 2 by ring, abs_le] at R
    rw [← intervalIntegral.integral_add_adjacent_intervals
        (hg.continuous.intervalIntegrable (c - h / 2) c)
        (hg.continuous.intervalIntegrable c (c + h / 2)),
      ← intervalIntegral.integral_add_adjacent_intervals
        (hcd.abs.intervalIntegrable (c - h / 2) c)
        (hcd.abs.intervalIntegrable c (c + h / 2)), abs_le]
    constructor <;> linarith [L.1, L.2, R.1, R.2]
  obtain ⟨s, hs⟩ := finite_window hc hh x
  have hsum : Summable fun j : ℤ => g (j * h - x) :=
    (hasSum_sum_of_ne_finset_zero fun j hj =>
      image_eq_zero_of_notMem_tsupport (hs.self_of_nhds j hj)).summable
  have hS : HasSum (fun j : ℤ => h * g (j * h - x)) (eggBox g h x) := hsum.hasSum.mul_left h
  -- add up the cell errors
  have hD := hS.sub (hasSum_cells (hg.continuous.integrable_of_hasCompactSupport hc) hh x)
  have hA := (hasSum_cells (hcd.integrable_of_hasCompactSupport hc.deriv).abs hh x).mul_left
    (h / 2)
  rw [abs_le]
  exact ⟨hasSum_le (fun j : ℤ => (abs_le.1 (cell (j * h - x))).1) hA.neg hD,
    hasSum_le (fun j : ℤ => (abs_le.1 (cell (j * h - x))).2) hD hA⟩
```

## The height of the ripple

Since $E(x)$ and $E(y)$ both lie within $\frac h2\int|g'|$ of the same number $\int g$, the triangle inequality gives

$$|E(x)-E(y)|\le h\int_{\mathbb R}|g'(t)|\,dt$$

for any two displacements. This bounds the peak-to-peak corrugation, which can be observed without knowing the exact integral.

```lean
/-- For continuously differentiable `g` with compact support and `h > 0`, the grid energies at any
two displacements differ by at most `h` times the integral of `|g'|`. -/
theorem eggBox_corrugation_le {g : ℝ → ℝ} (hg : ContDiff ℝ 1 g) (hc : HasCompactSupport g)
    {h : ℝ} (hh : 0 < h) (x y : ℝ) :
    |eggBox g h x - eggBox g h y| ≤ h * ∫ t, |deriv g t| := by
  have hx := abs_le.1 (eggBox_error_le hg hc hh x)
  have hy := abs_le.1 (eggBox_error_le hg hc hh y)
  rw [abs_le]
  constructor <;> linarith [hx.1, hx.2, hy.1, hy.2]

end

end EggBoxError
```

```lean
#print axioms EggBoxError.mean_force_eq_zero
#print axioms EggBoxError.eggBox_error_le
#print axioms EggBoxError.eggBox_corrugation_le
```

```
'EggBoxError.mean_force_eq_zero' depends on axioms: [propext, Classical.choice, Quot.sound]
'EggBoxError.eggBox_error_le' depends on axioms: [propext, Classical.choice, Quot.sound]
'EggBoxError.eggBox_corrugation_le' depends on axioms: [propext, Classical.choice, Quot.sound]
```

## Fine grids, and a grid coarser than the density

For fixed $g$, the error bound tends to zero linearly as $h\to0$, uniformly in the displacement. The error itself tends to zero faster than $h$ for every fixed $g$ of this class: the part of $g$ that is linear about the centre of a cell integrates to zero there, and $g'$ is uniformly continuous. A bound that sees only $\int|g'|$ does not reveal this, nor the still faster convergence that smoother densities can have.

At the other extreme, let $g$ rise from zero to a single maximum $M>0$ and fall back to zero, all within an interval shorter than $h$. At most one grid point then meets the density. With a grid point at the maximum, $E=hM$; with none in the support, $E=0$. Since $\int|g'|=2M$, the error bound is $hM$, while the error at the maximum is $hM-\int g$. As the bump is made narrower at fixed height and spacing, $\int g\to0$ and the error approaches the bound, so the constant $\tfrac12$ cannot be improved for this class of functions. The corrugation here is $hM$, half of what its own bound allows.

The model keeps $g$ fixed as the atom moves. In a self-consistent calculation the density also responds to the grid, and that response would need a separate estimate, as would a three-dimensional grid.
